# Kohn's theorem for particles in a harmonic trap

## Question

In units $\hbar=m=1$, take $N$ particles with positions $x_j$ and momenta $p_j$ in a trap of frequency $w$, with $H=\sum_j \tfrac12(p_j^2+w^2x_j^2)+W$. If the interaction $W$ commutes with $X=\sum_j x_j$ and $P=\sum_j p_j$, then $A=wX-iP$ obeys $HA-AH=wA$, so $A$ raises the energy by exactly $w$ for every such $W$. How can this be stated and proved in Lean 4 with Mathlib?

## Answer

### The model

Units are $\hbar=m=1$, and $[a,b]=ab-ba$. The operators live in a complex algebra `R`, the finite type `ι` labels the particles, and $N$ is `Fintype.card ι`. The hypothesis `CanonicalPairs x p` says $[x_j,p_k]=i\delta_{jk}$, $[x_j,x_k]=0$ and $[p_j,p_k]=0$. Then `total x` is $X$, `total p` is $P$, `hamiltonian w x p W` is $H$, `raise` is $A$, and `lower` is $B=wX+iP$. The frequency $w$ is any complex number. Statements about states take `R` to be `Module.End ℂ V`, the linear maps on a complex vector space $V$ with no inner product.

Every operator is therefore defined everywhere, and domains, self-adjointness and particle statistics play no part. All particles share one mass and one frequency, and each carries one coordinate. The name also attaches to cyclotron resonance, but this $H$ contains no magnetic field, and what is proved is the commutator identity with its ladder of eigenvalues. For electrons in a parabolic quantum dot, within this field-free, exactly harmonic model, the centre-of-mass excitation energy does not depend on the electron–electron interaction.

### Derivation

1. Summing the canonical relations over one index gives $[x_j,P]=i$, $[X,p_j]=i$, $[x_j,X]=0$, $[p_j,P]=0$.
2. Then $[p_j^2,X]=-(p_j[X,p_j]+[X,p_j]p_j)=-2ip_j$ and $[x_j^2,P]=x_j[x_j,P]+[x_j,P]x_j=2ix_j$. Inserting the factors $\tfrac12$ and $\tfrac12w^2$ and summing over $j$, for any $W$,
$$[H,X]=-iP+[W,X],\qquad [H,P]=iw^2X+[W,P].$$
3. Hence $[H,A]=w[H,X]-i[H,P]=-iwP+w^2X+[W,A]=wA+[W,A]$, and likewise $[H,B]=-iwP-w^2X+[W,B]=-wB+[W,B]$.
4. If $[W,X]=[W,P]=0$, then $[W,A]=[W,B]=0$, so $[H,A]=wA$ and $[H,B]=-wB$.
5. Conversely, both relations together give $[W,A]=[W,B]=0$ by step 3. Since $A+B=2wX$ and $B-A=2iP$, this yields $[W,P]=0$, and $[W,X]=0$ when $w\neq0$.
6. The differences satisfy $[x_i-x_j,P]=i-i=0$ and $[p_i-p_j,X]=-i+i=0$, while $[x_i-x_j,X]$ and $[p_i-p_j,P]$ vanish termwise. Scalars, sums and products preserve commutation, so every polynomial in the differences is an admissible $W$.
7. Let $\psi\in V$ and $H\psi=E\psi$. If $\phi=A^n\psi$ has $H\phi=(E+nw)\phi$, then $HA\phi=AH\phi+wA\phi=(E+(n+1)w)A\phi$.
8. From $[X,P]=iN$ follows $[B,A]=-iw[X,P]+iw[P,X]=2wN$. If $B\psi=0$, induction on $m$ gives $BA^{m+1}\psi=(m+1)\,2wN\,A^m\psi$. For $w\neq0$ and $N\ge1$ the factor is nonzero, so $A^{m+1}\psi=0$ would force $A^m\psi=0$, and finally $\psi=0$.

### The file

```lean
import Mathlib

open Complex

namespace KohnTheorem

noncomputable section

variable {ι : Type*} [Fintype ι] [DecidableEq ι] {R : Type*} [Ring R] [Algebra ℂ R]

/-- Canonical pairs: `[x_j, p_k] = i δ_jk`, positions commute and momenta commute. -/
structure CanonicalPairs {ι : Type*} [DecidableEq ι] (x p : ι → R) : Prop where
  xp : ∀ j k, x j * p k - p k * x j = if j = k then I • (1 : R) else 0
  xx : ∀ j k, Commute (x j) (x k)
  pp : ∀ j k, Commute (p j) (p k)

/-- Sum of a one-particle operator over all particles, as in `X = ∑ x_j`, `P = ∑ p_j`. -/
def total (a : ι → R) : R := ∑ j, a j

/-- One particle in the harmonic trap: `(p² + w² x²)/2`. -/
def oneBody (w : ℂ) (x p : R) : R := (1 / 2 : ℂ) • (p ^ 2 + w ^ 2 • x ^ 2)

/-- The Hamiltonian `H = ∑ (p_j² + w² x_j²)/2 + W`. -/
def hamiltonian (w : ℂ) (x p : ι → R) (W : R) : R := ∑ j, oneBody w (x j) (p j) + W

/-- The operator `A = w X - i P`. -/
def raise (w : ℂ) (x p : ι → R) : R := w • total x - I • total p

/-- The operator `B = w X + i P`. -/
def lower (w : ℂ) (x p : ι → R) : R := w • total x + I • total p

/-- The algebra generated by the relative variables `x_i - x_j` and `p_i - p_j`. -/
def relativeAlgebra {ι : Type*} (x p : ι → R) : Subalgebra ℂ R :=
  Algebra.adjoin ℂ {a | ∃ i j, a = x i - x j ∨ a = p i - p j}

variable {x p : ι → R}

/-- `[x_j, P] = i`, `[X, p_j] = i`, `[x_j, X] = 0` and `[p_j, P] = 0`. -/
theorem comm_total (h : CanonicalPairs x p) (j : ι) :
    x j * total p - total p * x j = I • (1 : R) ∧ total x * p j - p j * total x = I • (1 : R) ∧
      Commute (x j) (total x) ∧ Commute (p j) (total p) := by
  unfold total
  refine ⟨?_, ?_, Commute.sum_right _ _ _ fun k _ => h.xx j k,
    Commute.sum_right _ _ _ fun k _ => h.pp j k⟩ <;>
  · rw [Finset.mul_sum, Finset.sum_mul, ← Finset.sum_sub_distrib]
    simp only [h.xp]
    simp

/-- For any `W`: `[H, X] = -i P + [W, X]` and `[H, P] = i w² X + [W, P]`. -/
theorem total_equations_of_motion (h : CanonicalPairs x p) (w : ℂ) (W : R) :
    hamiltonian w x p W * total x - total x * hamiltonian w x p W
        = (-I) • total p + (W * total x - total x * W) ∧
      hamiltonian w x p W * total p - total p * hamiltonian w x p W
        = (I * w ^ 2) • total x + (W * total p - total p * W) := by
  -- only the kinetic term fails to commute with X
  have eX : ∀ j, oneBody w (x j) (p j) * total x - total x * oneBody w (x j) (p j)
      = (-I) • p j := fun j => by
    obtain ⟨-, h2, h3, -⟩ := comm_total h j
    have e1 : p j * p j * total x - total x * (p j * p j) = (-(2 * I)) • p j := by
      calc _ = -(p j * (total x * p j - p j * total x)
          + (total x * p j - p j * total x) * p j) := by noncomm_ring
        _ = _ := by rw [h2]; simp only [mul_smul_comm, smul_mul_assoc, mul_one, one_mul]; module
    simp only [oneBody, pow_two, smul_mul_assoc, mul_smul_comm, add_mul, mul_add]
    linear_combination (norm := module)
      (1 / 2 : ℂ) • e1 + (1 / 2 * w ^ 2) • (h3.mul_left h3).eq
  -- only the trap term fails to commute with P
  have eP : ∀ j, oneBody w (x j) (p j) * total p - total p * oneBody w (x j) (p j)
      = (I * w ^ 2) • x j := fun j => by
    obtain ⟨h1, -, -, h4⟩ := comm_total h j
    have e1 : x j * x j * total p - total p * (x j * x j) = (2 * I) • x j := by
      calc _ = x j * (x j * total p - total p * x j)
          + (x j * total p - total p * x j) * x j := by noncomm_ring
        _ = _ := by rw [h1]; simp only [mul_smul_comm, smul_mul_assoc, mul_one, one_mul]; module
    simp only [oneBody, pow_two, smul_mul_assoc, mul_smul_comm, add_mul, mul_add]
    linear_combination (norm := module)
      (1 / 2 * w ^ 2) • e1 + (1 / 2 : ℂ) • (h4.mul_left h4).eq
  have sum : ∀ (T : R) (c : ℂ) (a : ι → R),
      (∀ j, oneBody w (x j) (p j) * T - T * oneBody w (x j) (p j) = c • a j) →
      hamiltonian w x p W * T - T * hamiltonian w x p W = c • total a + (W * T - T * W) := by
    intro T c a e
    have : ∑ j, oneBody w (x j) (p j) * T - ∑ j, T * oneBody w (x j) (p j) = c • total a := by
      rw [← Finset.sum_sub_distrib]
      simp only [e]
      rw [← Finset.smul_sum, total]
    rw [hamiltonian, add_mul, mul_add, Finset.sum_mul, Finset.mul_sum, ← this]
    abel
  exact ⟨sum _ _ _ eX, sum _ _ _ eP⟩

/-- For any `W`: `[H, A] = w A + [W, A]` and `[H, B] = -w B + [W, B]`. -/
theorem ladder_defect (h : CanonicalPairs x p) (w : ℂ) (W : R) :
    hamiltonian w x p W * raise w x p - raise w x p * hamiltonian w x p W
        = w • raise w x p + (W * raise w x p - raise w x p * W) ∧
      hamiltonian w x p W * lower w x p - lower w x p * hamiltonian w x p W
        = (-w) • lower w x p + (W * lower w x p - lower w x p * W) := by
  obtain ⟨e1, e2⟩ := total_equations_of_motion h w W
  have e3 : I • (hamiltonian w x p W * total p - total p * hamiltonian w x p W)
      = (-w ^ 2) • total x + I • (W * total p - total p * W) := by
    rw [e2, smul_add, smul_smul, ← mul_assoc, I_mul_I, neg_one_mul]
  simp only [raise, lower, mul_sub, sub_mul, mul_add, add_mul, mul_smul_comm, smul_mul_assoc]
  exact ⟨by linear_combination (norm := module) w • e1 - e3,
    by linear_combination (norm := module) w • e1 + e3⟩

/-- Kohn's theorem: if the interaction `W` commutes with `X` and `P`, then `[H, A] = w A`
and `[H, B] = -w B`. -/
theorem kohn (h : CanonicalPairs x p) (w : ℂ) {W : R}
    (hX : Commute W (total x)) (hP : Commute W (total p)) :
    hamiltonian w x p W * raise w x p - raise w x p * hamiltonian w x p W = w • raise w x p ∧
      hamiltonian w x p W * lower w x p - lower w x p * hamiltonian w x p W
        = (-w) • lower w x p := by
  have cA : Commute W (raise w x p) := (hX.smul_right w).sub_right (hP.smul_right I)
  have cB : Commute W (lower w x p) := (hX.smul_right w).add_right (hP.smul_right I)
  have d := ladder_defect h w W
  rwa [cA.eq, cB.eq, sub_self, sub_self, add_zero, add_zero] at d

/-- For `w ≠ 0`, `[H, A] = w A` and `[H, B] = -w B` force `W` to commute with `X` and `P`. -/
theorem kohn_converse (h : CanonicalPairs x p) {w : ℂ} (hw : w ≠ 0) {W : R}
    (hA : hamiltonian w x p W * raise w x p - raise w x p * hamiltonian w x p W
      = w • raise w x p)
    (hB : hamiltonian w x p W * lower w x p - lower w x p * hamiltonian w x p W
      = (-w) • lower w x p) :
    Commute W (total x) ∧ Commute W (total p) := by
  obtain ⟨d1, d2⟩ := ladder_defect h w W
  have cA : W * raise w x p - raise w x p * W = 0 := by
    linear_combination (norm := module) hA - d1
  have cB : W * lower w x p - lower w x p * W = 0 := by
    linear_combination (norm := module) hB - d2
  simp only [raise, lower, mul_sub, sub_mul, mul_add, add_mul, mul_smul_comm,
    smul_mul_assoc] at cA cB
  -- A + B = 2wX and B - A = 2iP
  have a : (2 * w) • (W * total x - total x * W) = 0 := by
    linear_combination (norm := module) cA + cB
  have b : (2 * I) • (W * total p - total p * W) = 0 := by
    linear_combination (norm := module) cB - cA
  exact ⟨sub_eq_zero.mp ((smul_eq_zero.mp a).resolve_left (mul_ne_zero two_ne_zero hw)),
    sub_eq_zero.mp ((smul_eq_zero.mp b).resolve_left (mul_ne_zero two_ne_zero I_ne_zero))⟩

/-- Any polynomial in the relative positions and momenta commutes with `X` and `P`. -/
theorem relative_commute (h : CanonicalPairs x p) {W : R} (hW : W ∈ relativeAlgebra x p) :
    Commute W (total x) ∧ Commute W (total p) := by
  unfold relativeAlgebra at hW
  induction hW using Algebra.adjoin_induction with
  | mem a ha =>
    obtain ⟨i, j, ha⟩ := ha
    obtain ⟨a1, a2, a3, a4⟩ := comm_total h i
    obtain ⟨b1, b2, b3, b4⟩ := comm_total h j
    rcases ha with rfl | rfl
    · refine ⟨a3.sub_left b3, ?_⟩
      show (x i - x j) * total p = total p * (x i - x j)
      rw [sub_mul, mul_sub]
      linear_combination (norm := module) a1 - b1
    · refine ⟨?_, a4.sub_left b4⟩
      show (p i - p j) * total x = total x * (p i - p j)
      rw [sub_mul, mul_sub]
      linear_combination (norm := module) b2 - a2
  | algebraMap r => exact ⟨Algebra.commutes r _, Algebra.commutes r _⟩
  | add a b _ _ ha hb => exact ⟨ha.1.add_left hb.1, ha.2.add_left hb.2⟩
  | mul a b _ _ ha hb => exact ⟨ha.1.mul_left hb.1, ha.2.mul_left hb.2⟩

/-- `[B, A] = 2 w N` for `N` canonical pairs. -/
theorem lower_raise_comm (h : CanonicalPairs x p) (w : ℂ) :
    lower w x p * raise w x p - raise w x p * lower w x p
      = (2 * w * Fintype.card ι) • (1 : R) := by
  have h1 := fun j => (comm_total h j).1
  have e : total x * total p - total p * total x = (Fintype.card ι : ℂ) • I • (1 : R) := by
    calc _ = ∑ j, (x j * total p - total p * x j) := by
          rw [Finset.sum_sub_distrib, ← Finset.sum_mul, ← Finset.mul_sum]; rfl
      _ = _ := by
          simp only [h1]
          rw [Finset.sum_const, Finset.card_univ, Nat.cast_smul_eq_nsmul]
  have e' : I • (total x * total p - total p * total x) = (-(Fintype.card ι : ℂ)) • (1 : R) := by
    rw [e, smul_smul, smul_smul]
    congr 1
    linear_combination (Fintype.card ι : ℂ) * I_mul_I
  simp only [raise, lower, mul_sub, sub_mul, mul_add, add_mul, mul_smul_comm, smul_mul_assoc]
  linear_combination (norm := module) (-(2 * w)) • e'

variable {V : Type*} [AddCommGroup V] [Module ℂ V]

/-- If `W` commutes with `X` and `P` and `H ψ = E ψ`, then `H Aⁿ ψ = (E + n w) Aⁿ ψ`. -/
theorem kohn_ladder {x p : ι → Module.End ℂ V} (h : CanonicalPairs x p) (w : ℂ)
    {W : Module.End ℂ V} (hX : Commute W (total x)) (hP : Commute W (total p))
    {ψ : V} {E : ℂ} (hψ : hamiltonian w x p W ψ = E • ψ) (n : ℕ) :
    hamiltonian w x p W ((raise w x p ^ n) ψ) = (E + n * w) • (raise w x p ^ n) ψ := by
  induction n with
  | zero => simpa using hψ
  | succ n ih =>
    have k := LinearMap.congr_fun (kohn h w hX hP).1 ((raise w x p ^ n) ψ)
    simp only [LinearMap.sub_apply, Module.End.mul_apply, LinearMap.smul_apply] at k
    rw [ih, map_smul] at k
    rw [pow_succ', Module.End.mul_apply]
    push_cast
    linear_combination (norm := module) k

/-- For `w ≠ 0` and at least one particle, `ψ ≠ 0` and `B ψ = 0` give `Aⁿ ψ ≠ 0` for all `n`. -/
theorem ladder_ne_zero [Nonempty ι] {x p : ι → Module.End ℂ V} (h : CanonicalPairs x p) {w : ℂ}
    (hw : w ≠ 0) {ψ : V} (hψ : ψ ≠ 0) (hB : lower w x p ψ = 0) (n : ℕ) :
    (raise w x p ^ n) ψ ≠ 0 := by
  have k : ∀ φ, lower w x p (raise w x p φ)
      = raise w x p (lower w x p φ) + (2 * w * Fintype.card ι) • φ := fun φ => by
    have := LinearMap.congr_fun (lower_raise_comm h w) φ
    simp only [LinearMap.sub_apply, Module.End.mul_apply, LinearMap.smul_apply,
      Module.End.one_apply] at this
    linear_combination (norm := module) this
  -- B steps one rung down with a nonzero factor
  have step : ∀ m : ℕ, lower w x p ((raise w x p ^ (m + 1)) ψ)
      = (((m : ℂ) + 1) * (2 * w * Fintype.card ι)) • (raise w x p ^ m) ψ := fun m => by
    induction m with
    | zero => simp [k, hB]
    | succ m ih =>
      rw [pow_succ' _ (m + 1), Module.End.mul_apply, k, ih, map_smul, pow_succ' _ m,
        Module.End.mul_apply]
      push_cast
      module
  induction n with
  | zero => simpa using hψ
  | succ n ih =>
    intro h0
    have := step n
    rw [h0, map_zero] at this
    exact ih ((smul_eq_zero.mp this.symm).resolve_left (mul_ne_zero (Nat.cast_add_one_ne_zero n)
      (mul_ne_zero (mul_ne_zero two_ne_zero hw) (Nat.cast_ne_zero.mpr Fintype.card_ne_zero))))

open MvPolynomial

/-- Position `x_j` as multiplication on polynomials in two variables. -/
def polyX (j : Fin 2) : Module.End ℂ (MvPolynomial (Fin 2) ℂ) := LinearMap.mulLeft ℂ (X j)

/-- The partial derivative `∂_j` on polynomials. -/
def polyD (j : Fin 2) : Module.End ℂ (MvPolynomial (Fin 2) ℂ) := (pderiv j).toLinearMap

/-- Momentum `p_j = -i (∂_j - w x_j)` on polynomials. -/
def polyP (w : ℂ) (j : Fin 2) : Module.End ℂ (MvPolynomial (Fin 2) ℂ) :=
  (-I) • (polyD j - w • polyX j)

/-- The polynomial operators are canonical pairs, `(x_0 - x_1)²` commutes with `X` and `P`
but not with `p_0`, and `B` annihilates the polynomial `1`. -/
theorem kohn_witness (w : ℂ) : CanonicalPairs polyX (polyP w) ∧
    (Commute ((polyX 0 - polyX 1) ^ 2) (total polyX) ∧
      Commute ((polyX 0 - polyX 1) ^ 2) (total (polyP w))) ∧
    ¬ Commute ((polyX 0 - polyX 1) ^ 2) (polyP w 0) ∧ lower w polyX (polyP w) 1 = 0 := by
  have key : ∀ (j k : Fin 2) (f : MvPolynomial (Fin 2) ℂ),
      pderiv k (X j * f) = (if j = k then (1 : ℂ) else 0) • f + X j * pderiv k f := by
    intro j k f
    rw [pderiv_mul]
    by_cases hjk : j = k
    · subst hjk; rw [pderiv_X_self, if_pos rfl, one_smul, one_mul]
    · rw [pderiv_X_of_ne hjk, if_neg hjk, zero_smul, zero_mul]
  have dx : ∀ j k, polyD k * polyX j = (if j = k then (1 : ℂ) else 0) • 1 + polyX j * polyD k :=
    fun j k => LinearMap.ext fun f => key j k f
  have xx : ∀ j k, polyX j * polyX k = polyX k * polyX j :=
    fun j k => LinearMap.ext fun f => mul_left_comm (X j) (X k) f
  have dd : ∀ j k, polyD j * polyD k = polyD k * polyD j := fun j k => LinearMap.ext fun f => by
    show pderiv j (pderiv k f) = pderiv k (pderiv j f)
    induction f using MvPolynomial.induction_on with
    | C a => simp
    | add f g hf hg => simp only [map_add, hf, hg]
    | mul_X f n hf =>
      rw [mul_comm f]
      simp only [key, map_add, Derivation.map_smul, hf]
      abel
  have hc : CanonicalPairs polyX (polyP w) := by
    refine ⟨fun j k => ?_, xx, fun j k => ?_⟩
    · have hi : (if j = k then I • (1 : Module.End ℂ (MvPolynomial (Fin 2) ℂ)) else 0)
          = (I * if j = k then (1 : ℂ) else 0) • 1 := by split_ifs <;> simp
      rw [hi]
      simp only [polyP, mul_sub, sub_mul, smul_mul_assoc, mul_smul_comm]
      linear_combination (norm := module) I • dx j k + (I * w) • xx j k
    · have d := dx k j
      rw [show (if k = j then (1 : ℂ) else 0) = if j = k then 1 else 0 from
        if_congr eq_comm rfl rfl] at d
      show polyP w j * polyP w k = polyP w k * polyP w j
      simp only [polyP, mul_sub, sub_mul, smul_mul_assoc, mul_smul_comm]
      linear_combination (norm := module) (I * I) • dd j k - (I * I * w) • d
        + (I * I * w) • dx j k + (I * I * w * w) • xx j k
  have hm : polyX 0 - polyX 1 ∈ relativeAlgebra polyX (polyP w) := by
    unfold relativeAlgebra
    apply Algebra.subset_adjoin
    exact ⟨0, 1, Or.inl rfl⟩
  refine ⟨hc, relative_commute hc (pow_mem hm 2),
    fun h => ?_, ?_⟩
  · -- act on 1 and evaluate at the point (0, 1)
    have := congrArg (fun T : Module.End ℂ (MvPolynomial (Fin 2) ℂ) =>
      aeval ![(0 : ℂ), 1] (T 1)) h.eq
    norm_num [polyX, polyP, polyD, pow_two, Module.End.mul_apply, Pi.single_apply] at this
  · have hD : ∀ j, polyD j 1 = 0 := fun j => by simp [polyD]
    simp only [lower, total, Fin.sum_univ_two, polyP, LinearMap.add_apply, LinearMap.sub_apply,
      LinearMap.smul_apply, hD]
    match_scalars <;> linear_combination w * I_mul_I

end

end KohnTheorem
```

```lean
#print axioms KohnTheorem.kohn
#print axioms KohnTheorem.kohn_converse
#print axioms KohnTheorem.kohn_ladder
#print axioms KohnTheorem.ladder_ne_zero
```

```
'KohnTheorem.kohn' depends on axioms: [propext, Classical.choice, Quot.sound]
'KohnTheorem.kohn_converse' depends on axioms: [propext, Classical.choice, Quot.sound]
'KohnTheorem.kohn_ladder' depends on axioms: [propext, Classical.choice, Quot.sound]
'KohnTheorem.ladder_ne_zero' depends on axioms: [propext, Classical.choice, Quot.sound]
```

### Reading the statements and proofs

Step 1 is `comm_total` and step 2 is `total_equations_of_motion`. Inside the latter, `eX` and `eP` treat one particle: `noncomm_ring` performs the product-rule expansion, and `linear_combination (norm := module)` adds the known identities with the coefficients $\tfrac12$ and $\tfrac12w^2$. The local fact `sum` adds up the particles and splits off $[W,\cdot]$. In `ladder_defect` the combinations `w • e1 - e3` and `w • e1 + e3` are step 3, with `e3` holding $i[H,P]$ after $i^2=-1$ is used.

The theorem `kohn` assumes `hX` and `hP` and concludes both ladder relations; `kohn_converse` recovers these two hypotheses for $w\neq0$. In `relative_commute`, `Algebra.adjoin_induction` runs through generators, scalars, sums and products as in step 6. The subalgebra `relativeAlgebra` contains polynomials only, so for an interaction such as $1/|x_i-x_j|$ the hypotheses `hX` and `hP` have to be supplied separately.

The theorem `kohn_ladder` is step 7. Its equation also holds when $A^n\psi=0$, as it does for $n\ge1$ when $N=0$ and $A=0$. It names an eigenvalue only when $A^n\psi\neq0$; the file obtains this from `ladder_ne_zero`, which uses `lower_raise_comm` and takes `Nonempty ι`, $w\ne0$, $\psi\neq0$ and $B\psi=0$ as assumptions. The existence of such a $\psi$ that is also an eigenvector of $H$ is not derived.

The theorem `kohn_witness` realises the relations on polynomials $f(x_0,x_1)$, read as prefactors of $e^{-w(x_0^2+x_1^2)/2}$, on which $-i\partial_j$ acts as $p_j=-i(\partial_j-wx_j)$. It shows that these operators are canonical pairs, that $W=(x_0-x_1)^2$ commutes with $X$ and $P$ but not with $p_0$, and that $B1=0$. The facts `dx`, `xx` and `dd` supply the commutators of derivatives and multiplications, and the non-commutation is detected by acting on $1$ and evaluating at the point $(0,1)$.

### Remarks

The examples below are worked on paper and are not theorems of the file.

*A numerical instance.* Take the witness with $w=2$, and write $s=x_0+x_1$, $u=x_0-x_1$, $D=\partial_0+\partial_1$, so that $Ds=2$ and $Du=0$. Then
$$H=\sum_{j}\left(-\tfrac12\partial_j^2+2x_j\partial_j+1\right)+u^2,\qquad A=4s-D,\qquad B=D.$$
One finds $A1=4s$, $H1=2+u^2$, $HA1=16s+4su^2$ and $AH1=8s+4su^2$. The difference is $8s=2\cdot A1$, in agreement with $[H,A]=wA$. Also $BA1=8=2wN$. The operator $A$ is unnormalised: for real $w>0$ the usual creation operator is $A/\sqrt{2wN}$, here $A/\sqrt8$, and when $B$ is the adjoint of $A$ and $B\psi=0$, the vector $A^n\psi/\sqrt{n!\,(2wN)^n}$ has the norm of $\psi$. The polynomial $1$ is not an eigenvector of this $H$. As a Schrödinger problem, the relative coordinate $u/\sqrt2$ oscillates at $\sqrt{w^2+4}=\sqrt8$, the ground energy is $1+\sqrt2$, and the centre-of-mass ladder is $1+\sqrt2+2n$.

*Dropping a hypothesis.* Take $N=1$ and $W=\tfrac12kx^2$ with a constant $k\neq0$. This $W$ satisfies `hX` but not `hP`, because $[W,p]=ikx$. Step 3 gives $[H,A]=wA+kx$, and for $w>0$ and real $k$ with $w^2+k>0$ the oscillator now has level spacing $\sqrt{w^2+k}$ instead of $w$. In the converse, set $w=0$, $N\geq1$ and $W=P$: both ladder relations read $0=0$, yet $[W,X]=-iN$.

*Two traps in the statement.* Taking `R` to be $d\times d$ matrices with $d\ge1$ looks concrete, but for $N\geq1$ the trace of $[x_j,p_j]=i$ gives $0=id$, so `CanonicalPairs` could never hold and the theorem would be empty. The polynomial witness is infinite-dimensional and avoids this. Requiring $W$ to commute with every single $p_j$ implies `hP` but is a stronger demand, and it excludes even the pair interaction $(x_0-x_1)^2$, as the third claim of `kohn_witness` shows.
